# The sphere integral of four real p orbitals and its sum over s and d Gaunt coefficients

## What a missing d channel costs

If the product of two p orbitals is expanded in spherical harmonics and only the s term is kept, the sphere integral of p_z⁴ comes out as 1/(4π). The correct value is 9/(20π), and the d harmonics supply the difference. In PAW codes, such products enter the one-centre charge density; the result here concerns only their angular part, for p orbitals.

## Directions, orbitals and harmonics

Let n = (x, y, z) = (sin θ cos φ, sin θ sin φ, cos θ), with components numbered 0, 1, 2. Write ∫ f for the integral of f(n) sin θ over φ from 0 to 2π, then over θ from 0 to π. The orbitals are p_i = √(3/(4π)) n_i. The harmonics are Y_m = √(w_m/π) P_m, m = 0,…,5, with

P = 1, xy, yz, zx, x² − y², 3z² − 1
w = 1/4, 15/4, 15/4, 15/4, 15/16, 5/16.

With G(ij,m) = ∫ p_i p_j Y_m and δ the Kronecker delta, the claim is

∫ p_i p_j p_k p_l = (3/(20π)) (δ_ij δ_kl + δ_ik δ_jl + δ_il δ_jk) = Σ_m G(ij,m) G(kl,m).

## The fourth moment

A monomial separates into two integrals:

∫ xᵃ yᵇ zᶜ = ∫ sinᵃ⁺ᵇ⁺¹θ cosᶜθ dθ · ∫ sinᵇφ cosᵃφ dφ.

At degree four, any odd exponent gives zero by symmetry. The even cases are

∫ x⁴ = ∫ y⁴ = (16/15)(3π/4) = 4π/5
∫ z⁴ = (2/5)(2π) = 4π/5
∫ x²y² = (16/15)(π/4) = 4π/15
∫ x²z² = ∫ y²z² = (4/15)π = 4π/15.

Hence ∫ n_i n_j n_k n_l is 4π/15 times the sum of three delta products, which is 3 for four equal indices and 1 for two distinct pairs. Multiplying by (3/(4π))² gives 3/(20π).

## The sum over channels

On the sphere 1 = x² + y² + z², so P_m = Σ_ab F_ab n_a n_b with F symmetric: the identity for s, traceless for d. The fourth moment gives

G(ij,m) = (√(w_m/π)/5) (δ_ij tr F + 2F_ij).

The bracket is 5F_ij for s and 2F_ij for d. The s channel therefore contributes δ_ij δ_kl/(4π). For the d channels, comparing components gives

Σ_d w_m F_ij F_kl = (15/16) (δ_ik δ_jl + δ_il δ_jk − (2/3) δ_ij δ_kl).

For example, xy,xy gives 15/16, xx,xx gives 15/16 + 5/16, and xx,yy gives −15/16 + 5/16. Multiplying by 4/(25π) and adding the s term yields the claim.

The off-diagonal entries of F need care: for xy they are F_01 = F_10 = 1/2. Setting both to 1 doubles that Gaunt coefficient.

## The Lean file

`four_p_integral` states both equalities for all i, j, k, l in `Fin 3`. `sphereIntegral` is the iterated angular integral, not a surface measure, and `gaunt` is defined as an integral, not by a table. Radial functions and higher angular momenta are not covered.

```lean
import Mathlib

open Real

namespace GauntSphere

noncomputable section

/-- The Kronecker delta on Cartesian indices. -/
def delta (i j : Fin 3) : ℝ := if i = j then 1 else 0

/-- The unit vector with polar angle `θ` and azimuth `φ`. -/
def dir (θ φ : ℝ) : Fin 3 → ℝ := ![sin θ * cos φ, sin θ * sin φ, cos θ]

/-- The integral over the unit sphere as an iterated integral over the two angles. -/
def sphereIntegral (f : (Fin 3 → ℝ) → ℝ) : ℝ :=
  ∫ θ in (0 : ℝ)..π, ∫ φ in (0 : ℝ)..(2 * π), f (dir θ φ) * sin θ

/-- The real p orbital along Cartesian axis `i`. -/
def pOrb (i : Fin 3) (n : Fin 3 → ℝ) : ℝ := √(3 / (4 * π)) * n i

/-- Squared prefactors, times `π`, of the harmonics s, xy, yz, zx, x²-y², 3z²-1. -/
def weight : Fin 6 → ℝ := ![1 / 4, 15 / 4, 15 / 4, 15 / 4, 15 / 16, 5 / 16]

/-- The polynomials of the s harmonic and the five real d harmonics. -/
def poly (m : Fin 6) (n : Fin 3 → ℝ) : ℝ :=
  (![1, n 0 * n 1, n 1 * n 2, n 2 * n 0, n 0 ^ 2 - n 1 ^ 2, 3 * n 2 ^ 2 - 1] : Fin 6 → ℝ) m

/-- The s harmonic and the five real d harmonics with their prefactors. -/
def harmonic (m : Fin 6) (n : Fin 3 → ℝ) : ℝ := √(weight m / π) * poly m n

/-- The Gaunt coefficient of two p orbitals and one s or d harmonic. -/
def gaunt (i j : Fin 3) (m : Fin 6) : ℝ :=
  sphereIntegral fun n => pOrb i n * pOrb j n * harmonic m n

/-- Coefficient matrices of the quadratic forms that equal the polynomials `poly m` on unit vectors,
without the prefactors of the harmonics. -/
def form (m : Fin 6) (a b : Fin 3) : ℝ :=
  (![delta a b,
    (delta a 0 * delta b 1 + delta a 1 * delta b 0) / 2,
    (delta a 1 * delta b 2 + delta a 2 * delta b 1) / 2,
    (delta a 2 * delta b 0 + delta a 0 * delta b 2) / 2,
    delta a 0 * delta b 0 - delta a 1 * delta b 1,
    2 * (delta a 2 * delta b 2) - delta a 0 * delta b 0 - delta a 1 * delta b 1] : Fin 6 → ℝ) m

/-- The isotropic contraction of a quadratic form `B` with the index pair `i`, `j`. -/
def contract (B : Fin 3 → Fin 3 → ℝ) (i j : Fin 3) : ℝ :=
  delta i j * ∑ c, B c c + B i j + B j i

/-- The integral of `sin ^ m * cos ^ n` from `0` to `u`. -/
def trigMoment (u : ℝ) (m n : ℕ) : ℝ := ∫ x in (0 : ℝ)..u, sin x ^ m * cos x ^ n

/-- A trigonometric moment up to a zero of the sine, evaluated from the coefficients of a
primitive. -/
theorem trigMoment_eq {u : ℝ} {m n : ℕ} (a₀ a₁ a₂ a₃ b₁ b₂ b₃ b₄ b₅ b₆ : ℝ) (hu : sin u = 0)
    (h : ∀ s c : ℝ, s ^ 2 + c ^ 2 = 1 → s ^ m * c ^ n =
      a₀ - a₁ * s - a₂ * (3 * c ^ 2 * s) - a₃ * (5 * c ^ 4 * s) + b₁ * (3 * s ^ 2 * c)
      + b₂ * (5 * s ^ 4 * c) + b₃ * (c ^ 2 - s ^ 2) + b₄ * (c ^ 4 - 3 * s ^ 2 * c ^ 2)
      + b₅ * (2 * s * c) + b₆ * (4 * s ^ 3 * c)) :
    trigMoment u m n =
      a₀ * u + a₁ * (cos u - 1) + a₂ * (cos u ^ 3 - 1) + a₃ * (cos u ^ 5 - 1) := by
  have hd : ∀ x : ℝ, HasDerivAt (fun x => a₀ * x + a₁ * cos x + a₂ * cos x ^ 3
      + a₃ * cos x ^ 5 + b₁ * sin x ^ 3 + b₂ * sin x ^ 5 + b₃ * (sin x * cos x)
      + b₄ * (sin x * cos x ^ 3) + b₅ * sin x ^ 2 + b₆ * sin x ^ 4)
      (sin x ^ m * cos x ^ n) x := by
    intro x
    have hs := Real.hasDerivAt_sin x
    have hc := Real.hasDerivAt_cos x
    have k := (((((((((hasDerivAt_id x).const_mul a₀).fun_add (hc.const_mul a₁)).fun_add
      ((hc.fun_pow 3).const_mul a₂)).fun_add ((hc.fun_pow 5).const_mul a₃)).fun_add
      ((hs.fun_pow 3).const_mul b₁)).fun_add ((hs.fun_pow 5).const_mul b₂)).fun_add
      ((hs.fun_mul hc).const_mul b₃)).fun_add
      ((hs.fun_mul (hc.fun_pow 3)).const_mul b₄)).fun_add
      ((hs.fun_pow 2).const_mul b₅) |>.fun_add ((hs.fun_pow 4).const_mul b₆)
    refine k.congr_deriv ?_
    rw [h _ _ (sin_sq_add_cos_sq x)]
    push_cast
    ring
  have hi : Continuous fun x : ℝ => sin x ^ m * cos x ^ n := by fun_prop
  rw [trigMoment, intervalIntegral.integral_eq_sub_of_hasDerivAt (fun x _ => hd x)
    (hi.intervalIntegrable _ _)]
  simp only [hu, sin_zero, cos_zero]
  ring

/-- Functions that agree on unit vectors have the same sphere integral. -/
theorem sphereIntegral_congr {f g : (Fin 3 → ℝ) → ℝ}
    (h : ∀ n, n 0 ^ 2 + n 1 ^ 2 + n 2 ^ 2 = 1 → f n = g n) :
    sphereIntegral f = sphereIntegral g := by
  have e : ∀ θ φ, f (dir θ φ) = g (dir θ φ) := fun θ φ => h _ (by
    show (sin θ * cos φ) ^ 2 + (sin θ * sin φ) ^ 2 + (cos θ) ^ 2 = 1
    linear_combination sin θ ^ 2 * sin_sq_add_cos_sq φ + sin_sq_add_cos_sq θ)
  simp only [sphereIntegral, e]

open intervalIntegral in
/-- The sphere integral is linear on finite combinations of continuous functions. -/
theorem sphereIntegral_sum {ι : Type} [Fintype ι] (w : ι → ℝ) (f : ι → (Fin 3 → ℝ) → ℝ)
    (hf : ∀ t, Continuous (f t)) :
    sphereIntegral (fun n => ∑ t, w t * f t n) = ∑ t, w t * sphereIntegral (f t) := by
  have hdir : Continuous fun x : ℝ × ℝ => dir x.1 x.2 := by
    refine continuous_pi fun i => ?_
    fin_cases i <;> simp [dir] <;> fun_prop
  have hc : ∀ t, Continuous (Function.uncurry fun θ φ => w t * f t (dir θ φ) * sin θ) :=
    fun t => (continuous_const.mul ((hf t).comp hdir)).mul (continuous_sin.comp continuous_fst)
  have inner : ∀ θ, ∫ φ in (0 : ℝ)..(2 * π), ∑ t, w t * f t (dir θ φ) * sin θ =
      ∑ t, ∫ φ in (0 : ℝ)..(2 * π), w t * f t (dir θ φ) * sin θ := fun θ =>
    intervalIntegral.integral_finsetSum fun t _ => ((hc t).comp
      (by fun_prop : Continuous fun φ : ℝ => (θ, φ))).intervalIntegrable _ _
  simp only [sphereIntegral, Finset.sum_mul, inner]
  rw [intervalIntegral.integral_finsetSum fun t _ =>
    (continuous_parametric_intervalIntegral_of_continuous' (hc t) _ _).intervalIntegrable _ _]
  refine Finset.sum_congr rfl fun t _ => ?_
  simp only [mul_assoc, intervalIntegral.integral_const_mul]

/-- The fourth moment of the unit vector over the sphere is isotropic. -/
theorem fourth_moment (i j k l : Fin 3) :
    sphereIntegral (fun n => n i * n j * n k * n l) = 4 * π / 15 *
      (delta i j * delta k l + delta i k * delta j l + delta i l * delta j k) := by
  -- monomials factor into a polar and an azimuthal moment
  have mono : ∀ a b c : ℕ, sphereIntegral (fun n => n 0 ^ a * n 1 ^ b * n 2 ^ c) =
      trigMoment π (a + b + 1) c * trigMoment (2 * π) b a := by
    intro a b c
    have e : ∀ θ φ : ℝ, dir θ φ 0 ^ a * dir θ φ 1 ^ b * dir θ φ 2 ^ c * sin θ =
        (sin θ ^ (a + b + 1) * cos θ ^ c) * (sin φ ^ b * cos φ ^ a) := by
      intro θ φ
      show (sin θ * cos φ) ^ a * (sin θ * sin φ) ^ b * cos θ ^ c * sin θ = _
      rw [mul_pow, mul_pow]
      ring
    simp only [sphereIntegral, e, intervalIntegral.integral_const_mul,
      intervalIntegral.integral_mul_const, trigMoment]
  let o : Fin 3 → Fin 3 → ℕ := fun a b => if a = b then 1 else 0
  have key : (fun n : Fin 3 → ℝ => n i * n j * n k * n l) = fun n =>
      n 0 ^ (o i 0 + o j 0 + o k 0 + o l 0) * n 1 ^ (o i 1 + o j 1 + o k 1 + o l 1) *
      n 2 ^ (o i 2 + o j 2 + o k 2 + o l 2) := by
    funext n
    have h : ∀ a, n a = n 0 ^ o a 0 * n 1 ^ o a 1 * n 2 ^ o a 2 := by
      intro a
      fin_cases a <;> simp [o]
    calc n i * n j * n k * n l = (n 0 ^ o i 0 * n 1 ^ o i 1 * n 2 ^ o i 2) *
          (n 0 ^ o j 0 * n 1 ^ o j 1 * n 2 ^ o j 2) *
          (n 0 ^ o k 0 * n 1 ^ o k 1 * n 2 ^ o k 2) *
          (n 0 ^ o l 0 * n 1 ^ o l 1 * n 2 ^ o l 2) := by rw [← h i, ← h j, ← h k, ← h l]
      _ = _ := by simp only [pow_add]; ring
  have t1 : trigMoment π 5 0 = 16 / 15 :=
    (trigMoment_eq 0 (-1) (2 / 3) (-1 / 5) 0 0 0 0 0 0 sin_pi (fun s c h => by
      linear_combination s * (s ^ 2 + 1 - c ^ 2) * h)).trans (by simp only [cos_pi]; ring)
  have t2 : trigMoment π 3 2 = 4 / 15 :=
    (trigMoment_eq 0 0 (-1 / 3) (1 / 5) 0 0 0 0 0 0 sin_pi (fun s c h => by
      linear_combination s * c ^ 2 * h)).trans (by simp only [cos_pi]; ring)
  have t3 : trigMoment π 1 4 = 2 / 5 :=
    (trigMoment_eq 0 0 0 (-1 / 5) 0 0 0 0 0 0 sin_pi (fun s c h => by ring)).trans
      (by simp only [cos_pi]; ring)
  have t4 : trigMoment π 4 1 = 0 :=
    (trigMoment_eq 0 0 0 0 0 (1 / 5) 0 0 0 0 sin_pi (fun s c h => by ring)).trans (by ring)
  have t5 : trigMoment π 2 3 = 0 :=
    (trigMoment_eq 0 0 0 0 (1 / 3) (-1 / 5) 0 0 0 0 sin_pi (fun s c h => by
      linear_combination s ^ 2 * c * h)).trans (by ring)
  have f1 : trigMoment (2 * π) 0 4 = 3 * π / 4 :=
    (trigMoment_eq (3 / 8) 0 0 0 0 0 (3 / 8) (1 / 4) 0 0 sin_two_pi (fun s c h => by
      linear_combination (3 / 4 * c ^ 2 + 3 / 8) * h)).trans (by ring)
  have f2 : trigMoment (2 * π) 4 0 = 3 * π / 4 :=
    (trigMoment_eq (3 / 8) 0 0 0 0 0 (-5 / 8) (1 / 4) 0 0 sin_two_pi (fun s c h => by
      linear_combination (s ^ 2 - c ^ 2 / 4 + 3 / 8) * h)).trans (by ring)
  have f3 : trigMoment (2 * π) 2 2 = π / 4 :=
    (trigMoment_eq (1 / 8) 0 0 0 0 0 (1 / 8) (-1 / 4) 0 0 sin_two_pi (fun s c h => by
      linear_combination (c ^ 2 / 4 + 1 / 8) * h)).trans (by ring)
  have f4 : trigMoment (2 * π) 1 3 = 0 :=
    (trigMoment_eq 0 0 0 0 0 0 0 0 (1 / 2) (-1 / 4) sin_two_pi (fun s c h => by
      linear_combination s * c * h)).trans (by ring)
  have f5 : trigMoment (2 * π) 3 1 = 0 :=
    (trigMoment_eq 0 0 0 0 0 0 0 0 0 (1 / 4) sin_two_pi (fun s c h => by ring)).trans (by ring)
  have f6 : trigMoment (2 * π) 0 2 = π :=
    (trigMoment_eq (1 / 2) 0 0 0 0 0 (1 / 2) 0 0 0 sin_two_pi (fun s c h => by
      linear_combination (1 / 2) * h)).trans (by ring)
  have f7 : trigMoment (2 * π) 2 0 = π :=
    (trigMoment_eq (1 / 2) 0 0 0 0 0 (-1 / 2) 0 0 0 sin_two_pi (fun s c h => by
      linear_combination (1 / 2) * h)).trans (by ring)
  have f8 : trigMoment (2 * π) 1 1 = 0 :=
    (trigMoment_eq 0 0 0 0 0 0 0 0 (1 / 2) 0 sin_two_pi (fun s c h => by ring)).trans (by ring)
  have f9 : trigMoment (2 * π) 0 0 = 2 * π :=
    (trigMoment_eq 1 0 0 0 0 0 0 0 0 0 sin_two_pi (fun s c h => by ring)).trans (by ring)
  rw [key, mono]
  fin_cases i <;> fin_cases j <;> fin_cases k <;> fin_cases l <;>
    simp [o, delta, t1, t2, t3, t4, t5, f1, f2, f3, f4, f5, f6, f7, f8, f9] <;> ring

/-- The sphere integral of a product of two quadratic forms. -/
theorem integral_forms (A B : Fin 3 → Fin 3 → ℝ) :
    sphereIntegral (fun n => (∑ a, ∑ b, A a b * (n a * n b)) *
      ∑ c, ∑ d, B c d * (n c * n d)) =
    4 * π / 15 * ∑ a, ∑ b, A a b * contract B a b := by
  have h := sphereIntegral_sum
    (fun t : Fin 3 × Fin 3 × Fin 3 × Fin 3 => A t.1 t.2.1 * B t.2.2.1 t.2.2.2)
    (fun t n => n t.1 * n t.2.1 * n t.2.2.1 * n t.2.2.2) (fun t => by fun_prop)
  refine (sphereIntegral_congr fun n _ => ?_).trans (h.trans ?_)
  · simp only [Fintype.sum_prod_type, Fin.sum_univ_three]
    ring
  · simp only [fourth_moment, Fintype.sum_prod_type, Fin.sum_univ_three, contract, delta,
      Fin.reduceEq, reduceIte]
    ring

/-- On unit vectors each s or d harmonic polynomial is a quadratic form. -/
theorem poly_eq_form (m : Fin 6) (n : Fin 3 → ℝ) (h : n 0 ^ 2 + n 1 ^ 2 + n 2 ^ 2 = 1) :
    poly m n = ∑ a, ∑ b, form m a b * (n a * n b) := by
  fin_cases m <;> simp [poly, form, delta, Fin.sum_univ_three] <;>
    first
    | linear_combination (0 : ℝ) * h
    | linear_combination h
    | linear_combination -h

set_option maxHeartbeats 400000 in
/-- The isotropic contraction multiplies the s form by five and each d form by two. -/
theorem contract_form (m : Fin 6) (a b : Fin 3) :
    contract (form m) a b = (if m = 0 then 5 else 2) * form m a b := by
  fin_cases m <;> fin_cases a <;> fin_cases b <;>
    simp [contract, form, delta, Fin.sum_univ_three] <;> norm_num

set_option maxHeartbeats 400000 in
/-- The s harmonic and the five real d harmonics are orthonormal on the sphere. -/
theorem harmonic_orthonormal (m m' : Fin 6) :
    sphereIntegral (fun n => harmonic m n * harmonic m' n) = if m = m' then 1 else 0 := by
  have hS : ∑ a, ∑ b, form m a b * contract (form m') a b =
      if m = m' then 15 / (4 * weight m) else 0 := by
    simp only [contract_form]
    fin_cases m <;> fin_cases m' <;>
      simp [form, weight, delta, Fin.sum_univ_three] <;> norm_num
  have hw : 0 < weight m := by fin_cases m <;> norm_num [weight]
  have q := integral_forms
    (fun a b => √(weight m / π) * √(weight m' / π) * form m a b) (form m')
  refine (sphereIntegral_congr fun n hn => ?_).trans (q.trans ?_)
  · rw [← poly_eq_form m' n hn, harmonic, harmonic, poly_eq_form m n hn]
    simp only [Fin.sum_univ_three]
    ring
  · have e : ∑ a, ∑ b, √(weight m / π) * √(weight m' / π) * form m a b *
        contract (form m') a b = √(weight m / π) * √(weight m' / π) *
        ∑ a, ∑ b, form m a b * contract (form m') a b := by
      simp only [Fin.sum_univ_three]
      ring
    rw [e, hS]
    rcases eq_or_ne m m' with rfl | h
    · rw [if_pos rfl, if_pos rfl, mul_self_sqrt (by positivity)]
      have hπ := mul_inv_cancel₀ pi_ne_zero
      have hi := mul_inv_cancel₀ hw.ne'
      linear_combination π * π⁻¹ * hi + hπ
    · rw [if_neg h, if_neg h, mul_zero, mul_zero]

/-- Closed form of the Gaunt coefficients of two p orbitals with an s or d harmonic. -/
theorem gaunt_eq (i j : Fin 3) (m : Fin 6) :
    gaunt i j m = √(weight m / π) / 5 * contract (form m) i j := by
  have pick : ∀ (K : ℝ) (M : Fin 3 → Fin 3 → ℝ),
      ∑ a, ∑ b, K * (delta i a * delta j b) * M a b = K * M i j := by
    intro K M
    fin_cases i <;> fin_cases j <;> simp [delta]
  have hp := mul_self_sqrt (show 0 ≤ 3 / (4 * π) by positivity)
  have q := integral_forms
    (fun a b => 3 / (4 * π) * √(weight m / π) * (delta i a * delta j b)) (form m)
  rw [pick _ (contract (form m))] at q
  refine (sphereIntegral_congr fun n hn => ?_).trans (q.trans ?_)
  · rw [← poly_eq_form m n hn, pick _ (fun a b => n a * n b)]
    simp only [pOrb, harmonic]
    linear_combination (n i * n j * √(weight m / π) * poly m n) * hp
  · have hπ := mul_inv_cancel₀ pi_ne_zero
    linear_combination (√(weight m / π) * contract (form m) i j / 5) * hπ

/-- The integral of four p orbitals over the sphere is the isotropic tensor with prefactor
`3 / (20 π)`, and equals the sum of products of Gaunt coefficients over the s and d harmonics. -/
theorem four_p_integral (i j k l : Fin 3) :
    sphereIntegral (fun n => pOrb i n * pOrb j n * pOrb k n * pOrb l n) = 3 / (20 * π) *
      (delta i j * delta k l + delta i k * delta j l + delta i l * delta j k) ∧
    sphereIntegral (fun n => pOrb i n * pOrb j n * pOrb k n * pOrb l n) =
      ∑ m, gaunt i j m * gaunt k l m := by
  have hπ := mul_inv_cancel₀ pi_ne_zero
  have hp := mul_self_sqrt (show 0 ≤ 3 / (4 * π) by positivity)
  have h1 : sphereIntegral (fun n => pOrb i n * pOrb j n * pOrb k n * pOrb l n) =
      3 / (20 * π) *
      (delta i j * delta k l + delta i k * delta j l + delta i l * delta j k) := by
    have hc := sphereIntegral_sum (fun _ : Unit => (3 / (4 * π)) ^ 2)
      (fun _ n => n i * n j * n k * n l) (fun _ => by fun_prop)
    simp only [Finset.univ_unique, Finset.sum_singleton, fourth_moment] at hc
    refine (sphereIntegral_congr fun n _ => ?_).trans (hc.trans ?_)
    · simp only [pOrb]
      linear_combination (n i * n j * n k * n l *
        (√(3 / (4 * π)) * √(3 / (4 * π)) + 3 / (4 * π))) * hp
    · linear_combination (3 / 20 * π⁻¹ *
        (delta i j * delta k l + delta i k * delta j l + delta i l * delta j k)) * hπ
  -- the remaining sum over harmonics has rational coefficients
  have hterm : ∀ m, gaunt i j m * gaunt k l m =
      π⁻¹ * (weight m / 25 * contract (form m) i j * contract (form m) k l) := by
    intro m
    have hw : 0 ≤ weight m := by fin_cases m <;> norm_num [weight]
    have hs := mul_self_sqrt (div_nonneg hw pi_pos.le)
    rw [gaunt_eq, gaunt_eq]
    linear_combination (contract (form m) i j * contract (form m) k l / 25) * hs
  have hd : ∀ a b, delta a b =
      delta a 0 * delta b 0 + delta a 1 * delta b 1 + delta a 2 * delta b 2 := by
    intro a b
    fin_cases a <;> fin_cases b <;> simp [delta]
  have h2 : ∑ m, weight m / 25 * contract (form m) i j * contract (form m) k l = 3 / 20 *
      (delta i j * delta k l + delta i k * delta j l + delta i l * delta j k) := by
    rw [Fin.sum_univ_six]
    simp only [contract_form, form, weight, Matrix.cons_val, Fin.reduceEq, reduceIte]
    -- with the deltas expanded in Cartesian components this is a polynomial identity
    rw [hd i j, hd k l, hd i k, hd j l, hd i l, hd j k]
    ring
  refine ⟨h1, h1.trans ?_⟩
  simp only [hterm, ← Finset.mul_sum]
  rw [h2]
  ring

end

end GauntSphere
```

```lean
#print axioms GauntSphere.harmonic_orthonormal
-- 'GauntSphere.harmonic_orthonormal' depends on axioms: [propext, Classical.choice, Quot.sound]
#print axioms GauntSphere.four_p_integral
-- 'GauntSphere.four_p_integral' depends on axioms: [propext, Classical.choice, Quot.sound]
```

## How the proof follows the calculation

`trigMoment_eq` differentiates an explicit primitive and evaluates it at the endpoints. It needs sin u = 0: for sin x cos x with primitive sin²x/2, its formula gives 0, whereas the integral up to u = π/2 is 1/2.

`fourth_moment` separates the monomials and checks every index choice with `fin_cases`. `sphereIntegral_sum` supplies linearity for continuous functions, and `integral_forms` uses it to integrate products of quadratic forms.

`poly_eq_form` replaces each P_m by its form on unit vectors. Together with `integral_forms`, this gives `gaunt_eq`, the closed form of G in terms of `contract`. `contract_form` proves the factors 5 and 2, which enter in `harmonic_orthonormal` and in the channel sum. `harmonic_orthonormal` confirms the normalisation of the six harmonics; the final theorem does not call it.

In `four_p_integral`, `h1` is the rescaled fourth moment. `hterm` combines the square roots, and `h2` does the channel sum by expanding each delta in Cartesian components, after which `ring` closes the identity.
